# The slope of the energy of non-interacting electrons in fixed levels jumps by LUMO minus HOMO at integer filling

To read a gap from an orbital calculation, one subtracts the highest occupied eigenvalue from the lowest unoccupied one. For non-interacting electrons in finitely many fixed levels, this difference is the jump in the slope of the ground energy as the electron number passes through an integer. In a Kohn–Sham calculation the result applies to the auxiliary non-interacting electrons with their potential held fixed; it does not identify their gap with the fundamental gap of the interacting system.

## Straight segments between integers

Let the levels be e_0 ≤ e_1 ≤ … ≤ e_(M−1), counted from zero. Each holds at most one electron, so a spin-degenerate orbital is listed twice. For 0 ≤ x ≤ M, let E(x) be the minimum of

Σ_i f_i e_i, with 0 ≤ f_i ≤ 1 and Σ_i f_i = x.

For an integer N with 1 ≤ N < M, the HOMO is e_(N−1) and the LUMO is e_N. The claim is that E has left derivative e_(N−1) and right derivative e_N at N.

Choose any level k and measure energies from it. If i < k, then e_i − e_k ≤ 0 and f_i ≤ 1, so

f_i (e_i − e_k) ≥ e_i − e_k.

If i ≥ k, then e_i − e_k ≥ 0 and f_i ≥ 0, so

f_i (e_i − e_k) ≥ 0.

Summing over all levels, with Σ_i f_i = x and k levels below level k, gives

Σ_i f_i e_i − x e_k ≥ Σ_(i<k) e_i − k e_k,

and therefore

Σ_i f_i e_i ≥ L_k(x), where L_k(x) = Σ_(i<k) e_i + (x − k) e_k.

This bound holds for every admissible occupation, whichever k was chosen.

Now let k ≤ x ≤ k + 1. Fill the levels below k, put x − k electrons in level k and leave the rest empty. These occupations lie between 0 and 1, sum to k + (x − k) = x, and have energy L_k(x). The bound is reached, so E(x) = L_k(x) on this segment.

Taking k = N − 1 on the left of N and k = N on the right, and subtracting the value at N on the same line, gives

E(x) = E(N) + (x − N) e_(N−1) for N − 1 ≤ x ≤ N,
E(x) = E(N) + (x − N) e_N for N ≤ x ≤ N + 1.

The one-sided derivatives are the two slopes, and their difference is e_N − e_(N−1). If HOMO and LUMO are degenerate, the jump is zero. Strictly between k and k + 1, the derivative is e_k, the energy of the partly filled level.

## The chemical potentials that select N electrons

Consider a line of slope μ through the point (N, E(N)). It stays at or below E on the whole interval [0, M],

E(N) + μ(x − N) ≤ E(x),

exactly when e_(N−1) ≤ μ ≤ e_N. Equivalently, these are the values of μ for which N minimises E(x) − μx, the zero-temperature grand potential of electrons that can be exchanged with a reservoir of chemical potential μ. At either end of this range of μ, N is not the only minimiser.

For necessity, put x = N − 1. Since E(N − 1) = E(N) − e_(N−1), the inequality becomes μ ≥ e_(N−1). At x = N + 1 it becomes μ ≤ e_N.

For sufficiency, suppose x ≤ N. The bound with k = N − 1 gives

E(x) ≥ E(N) + (x − N) e_(N−1) ≥ E(N) + (x − N) μ,

because x − N ≤ 0 and e_(N−1) ≤ μ. For x ≥ N, the same argument uses k = N and μ ≤ e_N.

## What goes wrong with unordered levels

The ordering ties the labels HOMO and LUMO to positions in the list. Take M = 2, N = 1, e_0 = 1 and e_1 = 0. The first electron enters level 1, so E(x) = 0 for 0 ≤ x ≤ 1 and E(x) = x − 1 for 1 ≤ x ≤ 2. The slope jumps by +1 at x = 1, whereas e_1 − e_0 = −1.

## Levels, occupations and energy in Lean

The number of levels `M` is a natural number, fixed throughout.

```lean
import Mathlib

open Set Filter Topology

namespace FractionalOccupationGap

noncomputable section

variable {M : ℕ}
```

An occupation is a real function on `Fin M`, the indices 0 to M − 1. The admissible ones form a set that depends on the electron number `x`, which may be fractional.

```lean
/-- Occupations of `M` levels, each between 0 and 1, holding `x` electrons in total. -/
def Occupations (M : ℕ) (x : ℝ) : Set (Fin M → ℝ) :=
  {f | (∀ i, 0 ≤ f i ∧ f i ≤ 1) ∧ ∑ i, f i = x}
```

The energy is linear in the occupations. The levels `e` do not respond to `f`, so interaction and orbital relaxation are absent from the model.

```lean
/-- The energy of non-interacting electrons with occupations `f` of the levels `e`. -/
def energy (e f : Fin M → ℝ) : ℝ := ∑ i, f i * e i
```

The ground energy is defined as an infimum; that it is attained is proved below. For `x` outside [0, M] there is no admissible occupation and Lean assigns the infimum of the empty set the value 0, but the results below use only electron numbers within the interval.

```lean
/-- The lowest energy of `x` electrons, over all admissible occupations. -/
def groundEnergy (e : Fin M → ℝ) (x : ℝ) : ℝ :=
  sInf (energy e '' Occupations M x)
```

The trial filling and the line L_k are written with conditional terms. In both, `((k : ℕ) : ℝ)` is the index k read as a real number.

```lean
/-- The aufbau filling: levels below `k` are full, level `k` holds the remaining `x - k`
electrons, and the levels above are empty. Levels are counted from zero. -/
def aufbau (k : Fin M) (x : ℝ) (i : Fin M) : ℝ :=
  (if i < k then 1 else 0) + (if i = k then x - ((k : ℕ) : ℝ) else 0)

/-- The sum of the levels below `k`, plus `x - k` times the level `k`. -/
def aufbauEnergy (e : Fin M → ℝ) (k : Fin M) (x : ℝ) : ℝ :=
  (∑ i, if i < k then e i else 0) + (x - ((k : ℕ) : ℝ)) * e k
```

The two frontier levels are entries of the list. The argument `hM : N < M` guarantees that a LUMO exists, and the theorems add `1 ≤ N` so that there is an occupied level.

```lean
/-- The level with index `N - 1`, counted from zero. If the levels are in increasing order and `N ≥
1`, it is the highest occupied level of `N` electrons. -/
def homo (e : Fin M → ℝ) (N : ℕ) (hM : N < M) : ℝ := e ⟨N - 1, by omega⟩

/-- The level with index `N`, counted from zero. If the levels are in increasing order, it is the
lowest unoccupied level of `N` electrons. -/
def lumo (e : Fin M → ℝ) (N : ℕ) (hM : N < M) : ℝ := e ⟨N, hM⟩
```

## The lower bound and the filling that reaches it

The first lemma counts the levels below k, which supplies the term k e_k in the bound.

```lean
/-- There are `k` levels below the level with index `k`. -/
theorem count_below (k : Fin M) :
    ∑ i : Fin M, (if i < k then (1 : ℝ) else 0) = ((k : ℕ) : ℝ) := by
  have h : Finset.univ.filter (fun i : Fin M => i < k) = Finset.Iio k := by
    ext i; simp
  rw [Finset.sum_boole, h, Fin.card_Iio]
```

The hypothesis `Monotone e` is the ordering e_0 ≤ … ≤ e_(M−1), with degeneracy allowed. In the next proof, `h` is the term-by-term comparison, with one case for i < k and one for i ≥ k. The identities `h1` and `h2` rewrite its two sides as the energy minus x e_k and the sum of lower levels minus k e_k.

```lean
/-- Every admissible occupation has at least the energy given by the aufbau line of any
level `k`. -/
theorem aufbauEnergy_le_energy {e : Fin M → ℝ} (he : Monotone e) (k : Fin M) {x : ℝ}
    {f : Fin M → ℝ} (hf : f ∈ Occupations M x) : aufbauEnergy e k x ≤ energy e f := by
  -- measured from level k, filling lower levels and emptying higher ones is optimal
  have h : ∑ i, (if i < k then e i - e k else 0) ≤ ∑ i, f i * (e i - e k) := by
    apply Finset.sum_le_sum
    intro i _
    obtain ⟨h0, h1⟩ := hf.1 i
    split_ifs with hi
    · have := he hi.le
      nlinarith [mul_nonneg (sub_nonneg.mpr h1) (sub_nonneg.mpr this)]
    · have := he (not_lt.mp hi)
      exact mul_nonneg h0 (sub_nonneg.mpr this)
  have h1 : ∑ i, f i * (e i - e k) = energy e f - x * e k := by
    rw [← hf.2]
    simp only [energy, mul_sub, Finset.sum_sub_distrib, Finset.sum_mul]
  have h2 : ∑ i, (if i < k then e i - e k else 0)
      = (∑ i, if i < k then e i else 0) - ((k : ℕ) : ℝ) * e k := by
    rw [← count_below k, Finset.sum_mul, ← Finset.sum_sub_distrib]
    apply Finset.sum_congr rfl
    intro i _
    split_ifs <;> ring
  unfold aufbauEnergy
  linarith
```

For k ≤ x ≤ k + 1, the aufbau filling is shown to be admissible and to have energy L_k(x). Together with the lower bound this gives `IsLeast`: the value belongs to the set of possible energies and no member lies below it. The infimum is therefore a minimum.

```lean
/-- Aufbau principle: for `k ≤ x ≤ k + 1` the aufbau filling is admissible, and `aufbauEnergy e k x`
is the minimum energy over all admissible occupations. -/
theorem aufbau_isLeast {e : Fin M → ℝ} (he : Monotone e) (k : Fin M) {x : ℝ}
    (h0 : ((k : ℕ) : ℝ) ≤ x) (h1 : x ≤ ((k : ℕ) : ℝ) + 1) :
    aufbau k x ∈ Occupations M x ∧
      IsLeast (energy e '' Occupations M x) (aufbauEnergy e k x) := by
  have hmem : aufbau k x ∈ Occupations M x := by
    refine ⟨fun i => ?_, ?_⟩
    · unfold aufbau
      split_ifs with h2 h3 h3 <;>
        first
          | exact absurd h3 h2.ne
          | (constructor <;> linarith)
    · simp only [aufbau, Finset.sum_add_distrib, count_below, Finset.sum_ite_eq',
        Finset.mem_univ, if_true]
      ring
  refine ⟨hmem, ⟨aufbau k x, hmem, ?_⟩, ?_⟩
  · simp only [energy, aufbau, aufbauEnergy, add_mul, ite_mul, one_mul, zero_mul,
      Finset.sum_add_distrib, Finset.sum_ite_eq', Finset.mem_univ, if_true]
  · rintro _ ⟨f, hf, rfl⟩
    exact aufbauEnergy_le_energy he k hf
```

## Slopes on the two sides of an integer

The next theorem states the two straight-line formulas around N. Its auxiliary facts `left` and `right` identify the ground energy with L_(N−1) and L_N on closed segments that both contain N. Each formula then follows by evaluating one line at x and at N and subtracting.

```lean
/-- Next to an integer `N` the ground energy is a straight line on each side, with slope
HOMO for electron removal and slope LUMO for electron addition. -/
theorem groundEnergy_near_integer {e : Fin M → ℝ} (he : Monotone e) {N : ℕ}
    (hN : 1 ≤ N) (hM : N < M) (x : ℝ) :
    ((N : ℝ) - 1 ≤ x → x ≤ N →
      groundEnergy e x = groundEnergy e N + (x - N) * homo e N hM) ∧
    ((N : ℝ) ≤ x → x ≤ N + 1 →
      groundEnergy e x = groundEnergy e N + (x - N) * lumo e N hM) := by
  have hc : ((N - 1 : ℕ) : ℝ) = (N : ℝ) - 1 := by rw [Nat.cast_sub hN, Nat.cast_one]
  have left : ∀ y : ℝ, (N : ℝ) - 1 ≤ y → y ≤ N →
      groundEnergy e y = aufbauEnergy e ⟨N - 1, by omega⟩ y := fun y h0 h1 =>
    (aufbau_isLeast he ⟨N - 1, by omega⟩
      (by show ((N - 1 : ℕ) : ℝ) ≤ y; linarith)
      (by show y ≤ ((N - 1 : ℕ) : ℝ) + 1; linarith)).2.csInf_eq
  have right : ∀ y : ℝ, (N : ℝ) ≤ y → y ≤ N + 1 →
      groundEnergy e y = aufbauEnergy e ⟨N, hM⟩ y := fun y h0 h1 =>
    (aufbau_isLeast he ⟨N, hM⟩ h0 h1).2.csInf_eq
  constructor
  · intro h0 h1
    rw [left x h0 h1, left N (by linarith) le_rfl]
    simp only [aufbauEnergy, homo]
    ring
  · intro h0 h1
    rw [right x h0 h1, right N le_rfl (by linarith)]
    simp only [aufbauEnergy, lumo]
    ring
```

The derivative of a straight line is recorded separately.

```lean
/-- A straight line has its slope as derivative. -/
theorem hasDerivAt_line (a b c x : ℝ) : HasDerivAt (fun y => a + (y - c) * b) b x :=
  ((((hasDerivAt_id x).sub_const c).mul_const b).const_add a).congr_deriv (one_mul b)
```

A left derivative is expressed by `HasDerivWithinAt` on `Iic N`, the numbers at most N, and a right derivative by the same notion on `Ici N`, the numbers at least N. The proof restricts attention to points within one electron of N, where the ground energy agrees with the appropriate line and so inherits its derivative.

```lean
/-- At an integer electron number `1 ≤ N < M` the ground energy has left derivative HOMO
and right derivative LUMO. -/
theorem groundEnergy_one_sided_derivatives {e : Fin M → ℝ} (he : Monotone e) {N : ℕ}
    (hN : 1 ≤ N) (hM : N < M) :
    HasDerivWithinAt (groundEnergy e) (homo e N hM) (Iic (N : ℝ)) N ∧
    HasDerivWithinAt (groundEnergy e) (lumo e N hM) (Ici (N : ℝ)) N := by
  constructor
  · refine (hasDerivAt_line (groundEnergy e N) _ N N).hasDerivWithinAt.congr_of_eventuallyEq
      ?_ (by simp)
    filter_upwards [self_mem_nhdsWithin, mem_nhdsWithin_of_mem_nhds
      (Ioi_mem_nhds (show (N : ℝ) - 1 < N by linarith))] with x hx hx'
    exact (groundEnergy_near_integer he hN hM x).1 (le_of_lt hx') hx
  · refine (hasDerivAt_line (groundEnergy e N) _ N N).hasDerivWithinAt.congr_of_eventuallyEq
      ?_ (by simp)
    filter_upwards [self_mem_nhdsWithin, mem_nhdsWithin_of_mem_nhds
      (Iio_mem_nhds (show (N : ℝ) < N + 1 by linarith))] with x hx hx'
    exact (groundEnergy_near_integer he hN hM x).2 hx (le_of_lt hx')
```

The jump is the right derivative minus the left derivative. Since one-sided derivatives on these half-lines are unique, `derivWithin` returns the two slopes just found.

```lean
/-- The slope of the ground energy jumps at `N` by LUMO minus HOMO. -/
theorem slope_jump_eq_gap {e : Fin M → ℝ} (he : Monotone e) {N : ℕ}
    (hN : 1 ≤ N) (hM : N < M) :
    derivWithin (groundEnergy e) (Ici (N : ℝ)) N - derivWithin (groundEnergy e) (Iic (N : ℝ)) N
      = lumo e N hM - homo e N hM := by
  obtain ⟨hl, hr⟩ := groundEnergy_one_sided_derivatives he hN hM
  rw [hl.derivWithin (uniqueDiffOn_Iic (N : ℝ) _ self_mem_Iic),
    hr.derivWithin (uniqueDiffOn_Ici (N : ℝ) _ self_mem_Ici)]
```

At fractional filling the same line describes the energy on both sides of x, so an ordinary two-sided derivative exists.

```lean
/-- At a fractional electron number `k < x < k + 1` the derivative of the ground energy is
the level with index `k`, counted from zero. -/
theorem groundEnergy_hasDerivAt_fractional {e : Fin M → ℝ} (he : Monotone e) (k : Fin M)
    {x : ℝ} (h0 : ((k : ℕ) : ℝ) < x) (h1 : x < ((k : ℕ) : ℝ) + 1) :
    HasDerivAt (groundEnergy e) (e k) x := by
  refine (hasDerivAt_line (∑ i, if i < k then e i else 0) (e k)
    ((k : ℕ) : ℝ) x).congr_of_eventuallyEq ?_
  filter_upwards [Ioo_mem_nhds h0 h1] with y hy
  exact (aufbau_isLeast he k hy.1.le hy.2.le).2.csInf_eq
```

The last theorem is the criterion for μ. Its forward direction tests the line at N − 1 and N + 1. For the converse, `bound` carries the lower bound from individual occupations to their infimum. This requires at least one admissible occupation, and the uniform choice f_i = x/M provides it for every x in [0, M]. The proof then splits at x = N and uses the HOMO line on the left and the LUMO line on the right, as in the derivation by hand.

```lean
/-- A line of slope `μ` through the ground energy at `N` stays at or below the ground energy for all
electron numbers from 0 to `M` exactly when HOMO ≤ `μ` ≤ LUMO. -/
theorem chemical_potential_iff {e : Fin M → ℝ} (he : Monotone e) {N : ℕ}
    (hN : 1 ≤ N) (hM : N < M) (μ : ℝ) :
    (∀ x ∈ Icc (0 : ℝ) M, groundEnergy e N + μ * (x - N) ≤ groundEnergy e x) ↔
      homo e N hM ≤ μ ∧ μ ≤ lumo e N hM := by
  have hN' : (1 : ℝ) ≤ N := by exact_mod_cast hN
  have hM' : (N : ℝ) + 1 ≤ M := by exact_mod_cast hM
  constructor
  · -- test the line by removing and by adding one electron
    intro h
    have a := h (N - 1) ⟨by linarith, by linarith⟩
    have b := h (N + 1) ⟨by linarith, by linarith⟩
    rw [(groundEnergy_near_integer he hN hM _).1 le_rfl (by linarith)] at a
    rw [(groundEnergy_near_integer he hN hM _).2 (by linarith) le_rfl] at b
    constructor <;> linarith
  · rintro ⟨hl, hr⟩ x ⟨hx0, hx1⟩
    have hMpos : (0 : ℝ) < M := by linarith
    -- the uniform occupation shows that x electrons can be accommodated
    have hne : (Occupations M x).Nonempty := by
      refine ⟨fun _ => x / M, fun _ => ⟨by positivity, (div_le_one hMpos).mpr hx1⟩, ?_⟩
      rw [Finset.sum_const, Finset.card_univ, Fintype.card_fin, nsmul_eq_mul]
      field_simp
    have bound : ∀ k : Fin M, aufbauEnergy e k x ≤ groundEnergy e x := by
      intro k
      refine le_csInf (hne.image _) ?_
      rintro _ ⟨f, hf, rfl⟩
      exact aufbauEnergy_le_energy he k hf
    have hc : ((N - 1 : ℕ) : ℝ) = (N : ℝ) - 1 := by rw [Nat.cast_sub hN, Nat.cast_one]
    rcases le_total x N with hx | hx
    · have b := bound ⟨N - 1, by omega⟩
      have g : groundEnergy e N = aufbauEnergy e ⟨N - 1, by omega⟩ N :=
        (aufbau_isLeast he ⟨N - 1, by omega⟩
          (by show ((N - 1 : ℕ) : ℝ) ≤ N; linarith)
          (by show (N : ℝ) ≤ ((N - 1 : ℕ) : ℝ) + 1; linarith)).2.csInf_eq
      simp only [aufbauEnergy] at b g
      unfold homo at hl
      nlinarith [mul_nonneg (sub_nonneg.mpr hl) (sub_nonneg.mpr hx)]
    · have b := bound ⟨N, hM⟩
      have g : groundEnergy e N = aufbauEnergy e ⟨N, hM⟩ N :=
        (aufbau_isLeast he ⟨N, hM⟩ le_rfl (by show (N : ℝ) ≤ (N : ℝ) + 1; linarith)).2.csInf_eq
      simp only [aufbauEnergy] at b g
      unfold lumo at hr
      nlinarith [mul_nonneg (sub_nonneg.mpr hr) (sub_nonneg.mpr hx)]

end

end FractionalOccupationGap
```

```lean
#print axioms FractionalOccupationGap.groundEnergy_near_integer
-- 'FractionalOccupationGap.groundEnergy_near_integer' depends on axioms: [propext, Classical.choice, Quot.sound]
#print axioms FractionalOccupationGap.slope_jump_eq_gap
-- 'FractionalOccupationGap.slope_jump_eq_gap' depends on axioms: [propext, Classical.choice, Quot.sound]
#print axioms FractionalOccupationGap.groundEnergy_hasDerivAt_fractional
-- 'FractionalOccupationGap.groundEnergy_hasDerivAt_fractional' depends on axioms: [propext, Classical.choice, Quot.sound]
#print axioms FractionalOccupationGap.chemical_potential_iff
-- 'FractionalOccupationGap.chemical_potential_iff' depends on axioms: [propext, Classical.choice, Quot.sound]
```
